# For positive rate constants, the steady-state approximation to A ⇌ B → C overestimates the slow decay rate by a factor below 1 + k₁/(k₂ + k₃)

A reactant A turns reversibly into an intermediate B, and B goes on irreversibly to a product C. If B is short-lived, one usually sets its net production to zero and describes the whole process by a single effective rate constant. The full rate equations for A and B have two decay rates instead, and the smaller one governs the long-time decay. How far is the effective constant from that slow rate, and on which side?

Let k₁ be the rate constant for A → B, k₂ for B → A and k₃ for B → C, all positive. Let s be the smaller of the two decay rates, and write

k_ss = k₁k₃/(k₂ + k₃)

for the steady-state rate constant. Then

k₁k₃/(k₁ + k₂ + k₃) < s < k_ss,

k_ss/s < 1 + k₁/(k₂ + k₃).

For a kinetic model that consists of this linear, first-order scheme alone, the second line bounds the error in the slow decay rate made by eliminating B. It can then be compared with the error that computed barriers bring into the rate constants.

## The slow rate from the characteristic equation

Let a and b be the concentrations of A and B. They obey

da/dt = −k₁a + k₂b,

db/dt = k₁a − (k₂ + k₃)b.

The steady-state approximation sets db/dt = 0. Then b = k₁a/(k₂ + k₃), and C is formed at the rate k₃b = k_ss a.

Without the approximation, try a solution in which both concentrations decay as exp(−μt), with amplitudes v₀ for A and v₁ for B. The rate equations become

(k₁ − μ)v₀ − k₂v₁ = 0,

−k₁v₀ + (k₂ + k₃ − μ)v₁ = 0.

A nonzero solution exists when (k₁ − μ)(k₂ + k₃ − μ) = k₁k₂, that is, when

p(μ) = μ² − (k₁ + k₂ + k₃)μ + k₁k₃ = 0.

The discriminant is

(k₁ + k₂ + k₃)² − 4k₁k₃ = (k₁ − k₃)² + k₂² + 2k₁k₂ + 2k₂k₃ > 0,

so there are two distinct real roots. Their sum and product are positive, hence both are positive. Call the smaller one s. Inserting k₁ gives p(k₁) = −k₁k₂ < 0, so k₁ lies strictly between the roots, and 0 < s < k₁.

Now write p(s) = 0 in two ways. First,

(k₁ + k₂ + k₃)s = k₁k₃ + s² > k₁k₃,

which is the lower bound. Second,

(k₂ + k₃)s = k₁k₃ − s(k₁ − s) < k₁k₃,

which is the upper bound. Solving the second form for k₁k₃ and dividing by (k₂ + k₃)s gives the exact error factor,

k_ss/s = 1 + (k₁ − s)/(k₂ + k₃).

Since s > 0, this is below 1 + k₁/(k₂ + k₃).

With k₁ = k₂ = k₃ = 1, the slow rate is (3 − √5)/2 ≈ 0.382, between 1/3 and k_ss = 1/2. The factor is about 1.31, and its bound is 1.5.

## When the last step is slow, and when B never returns

Let k₃ → 0⁺ at fixed k₁ and k₂. Then s → 0, and the error factor tends to 1 + k₁/k₂, which is also the limit of its bound. For k₁ = k₂ the approximation is then wrong by a factor approaching 2, however slow the last step is. In this limit A and B equilibrate before much C forms, and a fraction k₁/(k₁ + k₂) of the material then sits in B, which is half of it for k₁ = k₂.

The condition k₂ > 0 can't be weakened to k₂ ≥ 0. With k₁ = 1, k₂ = 0 and k₃ = 2, the decay rates are 1 and 2, while k_ss = 1. The steady-state constant equals the slow rate, and the strict upper bound fails.

## The scheme as a real 2×2 matrix

The rate constants are real numbers in a common unit of inverse time, and their positivity is a hypothesis of the theorems whose proofs use it.

```lean
import Mathlib

open Matrix Filter
open scoped Topology

namespace SteadyStateApproximation

noncomputable section
```

With c = (a, b), the rate equations read dc/dt = −Kc. The minus sign makes the eigenvalues of K decay rates. Index 0 stands for A and index 1 for B; C is left out because nothing flows back from it.

```lean
/-- The decay matrix `K` of the scheme A ⇌ B → C: the concentrations `c = (A, B)` obey
`dc/dt = -K c`, with rate constants `k₁` (A to B), `k₂` (B to A) and `k₃` (B to C). -/
def decayMatrix (k₁ k₂ k₃ : ℝ) : Matrix (Fin 2) (Fin 2) ℝ :=
  !![k₁, -k₂; -k₁, k₂ + k₃]
```

A decay rate is a real eigenvalue with a nonzero real eigenvector. In Lean, `*ᵥ` is the product of a matrix and a vector, and `•` multiplies a vector by a number.

```lean
/-- `μ` is a decay rate of the scheme if it is an eigenvalue of the decay matrix. -/
def IsDecayRate (k₁ k₂ k₃ μ : ℝ) : Prop :=
  ∃ v : Fin 2 → ℝ, v ≠ 0 ∧ decayMatrix k₁ k₂ k₃ *ᵥ v = μ • v
```

The steady-state constant and the smaller root of p are given by explicit formulas. At this stage `slowRate` is only an expression; that it is the least eigenvalue is proved below.

```lean
/-- The steady-state rate constant `k₁ k₃ / (k₂ + k₃)`, for `k₂ + k₃ ≠ 0`. -/
def steadyStateRate (k₁ k₂ k₃ : ℝ) : ℝ := k₁ * k₃ / (k₂ + k₃)

/-- The smaller root of the characteristic equation `μ² - (k₁ + k₂ + k₃) μ + k₁ k₃ = 0`,
for rate constants with a nonnegative discriminant. -/
def slowRate (k₁ k₂ k₃ : ℝ) : ℝ :=
  (k₁ + k₂ + k₃ - Real.sqrt ((k₁ + k₂ + k₃) ^ 2 - 4 * (k₁ * k₃))) / 2
```

## What the two rates mean kinetically

The first theorem connects the eigenvalue problem with the differential equations. If v satisfies Kv = μv, then exp(−μt)v₀ and exp(−μt)v₁ have the time derivatives that the rate equations prescribe.

```lean
/-- An eigenvector of the decay matrix with eigenvalue `μ`, multiplied by `exp (-μ t)`,
solves the rate equations for A and B. -/
theorem eigenmode_solves_kinetics {k₁ k₂ k₃ μ : ℝ} {v : Fin 2 → ℝ}
    (h : decayMatrix k₁ k₂ k₃ *ᵥ v = μ • v) (t : ℝ) :
    HasDerivAt (fun s => Real.exp (-μ * s) * v 0)
      (-k₁ * (Real.exp (-μ * t) * v 0) + k₂ * (Real.exp (-μ * t) * v 1)) t ∧
    HasDerivAt (fun s => Real.exp (-μ * s) * v 1)
      (k₁ * (Real.exp (-μ * t) * v 0) - (k₂ + k₃) * (Real.exp (-μ * t) * v 1)) t := by
  have h0 := congrFun h 0
  have h1 := congrFun h 1
  simp [decayMatrix, Matrix.mulVec, dotProduct, Fin.sum_univ_two] at h0 h1
  have hE : HasDerivAt (fun s => Real.exp (-μ * s)) (Real.exp (-μ * t) * (-μ)) t := by
    simpa using ((hasDerivAt_id t).const_mul (-μ)).exp
  constructor
  · exact (hE.mul_const (v 0)).congr_deriv (by linear_combination Real.exp (-μ * t) * h0)
  · exact (hE.mul_const (v 1)).congr_deriv (by linear_combination Real.exp (-μ * t) * h1)
```

In `fun s`, the letter s stands for the time, not for the slow rate. The hypotheses `h0` and `h1` are the two rows of the eigenvector equation, and `hE` is the derivative of the exponential. Multiplying each row by exp(−μt) gives the required derivative. The theorem treats a single mode; it doesn't expand an arbitrary initial mixture in modes.

The second theorem derives the steady-state constant. Its hypothesis `h` is the steady-state condition itself: B is consumed exactly as fast as it is formed. This is assumed, and no estimate is made of when a real mixture comes close to it.

```lean
/-- If the net production of B vanishes, with `k₂, k₃ > 0`, then C is formed at the
steady-state rate constant times the concentration `a` of A. -/
theorem product_formation_of_steady_state {k₁ k₂ k₃ a b : ℝ} (h₂ : 0 < k₂) (h₃ : 0 < k₃)
    (h : k₁ * a - (k₂ + k₃) * b = 0) : k₃ * b = steadyStateRate k₁ k₂ k₃ * a := by
  have hq : 0 < k₂ + k₃ := by positivity
  rw [steadyStateRate, div_mul_eq_mul_div, eq_div_iff hq.ne']
  linear_combination -k₃ * h
```

The proof clears the positive denominator k₂ + k₃ and uses `h` multiplied by −k₃.

## Decay rates are the roots of p

The equivalence between eigenvalues and roots is proved here for k₁ > 0, with no condition on k₂ or k₃.

```lean
/-- For `k₁ > 0` the decay rates are exactly the roots of the characteristic equation. -/
theorem isDecayRate_iff {k₁ k₂ k₃ μ : ℝ} (h₁ : 0 < k₁) :
    IsDecayRate k₁ k₂ k₃ μ ↔ μ ^ 2 - (k₁ + k₂ + k₃) * μ + k₁ * k₃ = 0 := by
  constructor
  · rintro ⟨v, hv, h⟩
    have h0 := congrFun h 0
    have h1 := congrFun h 1
    simp [decayMatrix, Matrix.mulVec, dotProduct, Fin.sum_univ_two] at h0 h1
    -- an eigenvector must contain some B
    have hv1 : v 1 ≠ 0 := by
      intro h2
      apply hv
      have h3 : v 0 = 0 := by
        rw [h2] at h1
        have h4 : k₁ * v 0 = 0 := by linear_combination -h1
        exact (mul_eq_zero.mp h4).resolve_left h₁.ne'
      ext i
      fin_cases i <;> simp [h2, h3]
    apply mul_left_cancel₀ hv1
    linear_combination k₁ * h0 + (k₁ - μ) * h1
  · intro h
    refine ⟨![k₂ + k₃ - μ, k₁], ?_, ?_⟩
    · intro h0
      have h1 := congrFun h0 1
      simp at h1
      exact h₁.ne' h1
    · ext i
      fin_cases i
      · simp [decayMatrix, Matrix.mulVec, dotProduct, Fin.sum_univ_two]
        linear_combination h
      · simp [decayMatrix, Matrix.mulVec, dotProduct, Fin.sum_univ_two]
        ring
```

From left to right, the proof first shows that v₁ ≠ 0: if v₁ vanished, the second row would give k₁v₀ = 0, and the whole vector would be zero. Adding k₁ times the first row to k₁ − μ times the second eliminates v₀ and leaves v₁p(μ) = 0, from which v₁ is cancelled. From right to left, the vector (k₂ + k₃ − μ, k₁) is an explicit eigenvector, nonzero because k₁ > 0.

Next, `slowRate` is shown to be a root. The step `hD` establishes that the discriminant is nonnegative, through the same squares and products as in the derivation above, so that the square root squares back to it.

```lean
/-- For positive rate constants `slowRate` satisfies the characteristic equation. -/
theorem slowRate_root {k₁ k₂ k₃ : ℝ} (h₁ : 0 < k₁) (h₂ : 0 < k₂) (h₃ : 0 < k₃) :
    slowRate k₁ k₂ k₃ ^ 2 - (k₁ + k₂ + k₃) * slowRate k₁ k₂ k₃ + k₁ * k₃ = 0 := by
  have hD : 0 ≤ (k₁ + k₂ + k₃) ^ 2 - 4 * (k₁ * k₃) := by
    nlinarith [sq_nonneg (k₁ - k₃), sq_nonneg k₂, mul_pos h₁ h₂, mul_pos h₂ h₃]
  have hsq := Real.sq_sqrt hD
  unfold slowRate
  linear_combination hsq / 4
```

The predicate `IsLeast` says that a number belongs to a set and is no larger than any other member. Membership follows from the previous two results. For the comparison, any root μ satisfies

(2μ − (k₁ + k₂ + k₃))² = (k₁ + k₂ + k₃)² − 4k₁k₃.

Hence 2μ − (k₁ + k₂ + k₃) is at least minus the square root of the discriminant, which is the required inequality.

```lean
/-- For positive rate constants `slowRate` is the smallest eigenvalue of the decay matrix. -/
theorem slowRate_isLeast {k₁ k₂ k₃ : ℝ} (h₁ : 0 < k₁) (h₂ : 0 < k₂) (h₃ : 0 < k₃) :
    IsLeast {μ | IsDecayRate k₁ k₂ k₃ μ} (slowRate k₁ k₂ k₃) := by
  refine ⟨(isDecayRate_iff h₁).2 (slowRate_root h₁ h₂ h₃), ?_⟩
  intro μ hμ
  have hr := (isDecayRate_iff h₁).1 hμ
  have hle : (2 * μ - (k₁ + k₂ + k₃)) ^ 2 ≤ (k₁ + k₂ + k₃) ^ 2 - 4 * (k₁ * k₃) := by
    linarith [hr, show (2 * μ - (k₁ + k₂ + k₃)) ^ 2 = 4 * (μ ^ 2 - (k₁ + k₂ + k₃) * μ
      + k₁ * k₃) + ((k₁ + k₂ + k₃) ^ 2 - 4 * (k₁ * k₃)) by ring]
  have hb := (abs_le.1 (Real.abs_le_sqrt hle)).1
  unfold slowRate
  linarith
```

## The slow rate lies below k₁

The inequality s < k₁ is what puts the steady-state constant on the high side.

```lean
/-- For positive rate constants the slow rate is positive and smaller than `k₁`. -/
theorem slowRate_mem_Ioo {k₁ k₂ k₃ : ℝ} (h₁ : 0 < k₁) (h₂ : 0 < k₂) (h₃ : 0 < k₃) :
    0 < slowRate k₁ k₂ k₃ ∧ slowRate k₁ k₂ k₃ < k₁ := by
  have hlt : slowRate k₁ k₂ k₃ < k₁ := by
    have hs : k₂ + k₃ - k₁ < Real.sqrt ((k₁ + k₂ + k₃) ^ 2 - 4 * (k₁ * k₃)) := by
      apply Real.lt_sqrt_of_sq_lt
      nlinarith [mul_pos h₁ h₂]
    unfold slowRate
    linarith
  refine ⟨?_, hlt⟩
  -- the product of the two eigenvalues is k₁ k₃ > 0
  have hd : 0 < k₁ + k₂ + k₃ - slowRate k₁ k₂ k₃ := by linarith
  have he : slowRate k₁ k₂ k₃ = k₁ * k₃ / (k₁ + k₂ + k₃ - slowRate k₁ k₂ k₃) := by
    rw [eq_div_iff hd.ne']
    linear_combination -slowRate_root h₁ h₂ h₃
  rw [he]
  exact div_pos (mul_pos h₁ h₃) hd
```

In terms of the explicit formula, s < k₁ says that k₂ + k₃ − k₁ is smaller than the square root of the discriminant. This holds because the discriminant exceeds (k₂ + k₃ − k₁)² by 4k₁k₂, the same positive product that made p(k₁) negative. For positivity, the other root k₁ + k₂ + k₃ − s is positive since s < k₁, and s is k₁k₃ divided by it.

## The error factor, its bound and the limit

The exact factor follows from p(s) = 0 once the denominators are cleared.

```lean
/-- The exact factor between the steady-state rate constant and the slow rate `s`, for
positive rate constants, is `1 + (k₁ - s) / (k₂ + k₃)`. -/
theorem steadyState_ratio {k₁ k₂ k₃ : ℝ} (h₁ : 0 < k₁) (h₂ : 0 < k₂) (h₃ : 0 < k₃) :
    steadyStateRate k₁ k₂ k₃ / slowRate k₁ k₂ k₃ =
      1 + (k₁ - slowRate k₁ k₂ k₃) / (k₂ + k₃) := by
  have hs := (slowRate_mem_Ioo h₁ h₂ h₃).1
  have hq : k₂ + k₃ ≠ 0 := by positivity
  have e := div_mul_cancel₀ (k₁ - slowRate k₁ k₂ k₃) hq
  rw [div_eq_iff hs.ne', steadyStateRate, div_eq_iff hq]
  linear_combination slowRate_root h₁ h₂ h₃ - slowRate k₁ k₂ k₃ * e
```

The main theorem is stated for any μ that is the least element of the set of decay rates, so its statement doesn't depend on the square-root formula. Its three conclusions are the lower bound, the upper bound and the bound on the ratio.

```lean
/-- For positive rate constants the smallest eigenvalue `μ` of the decay matrix lies strictly
between `k₁ k₃ / (k₁ + k₂ + k₃)` and the steady-state rate constant, which overestimates `μ`
by a factor below `1 + k₁ / (k₂ + k₃)`. -/
theorem steadyState_overestimates {k₁ k₂ k₃ μ : ℝ} (h₁ : 0 < k₁) (h₂ : 0 < k₂) (h₃ : 0 < k₃)
    (hμ : IsLeast {ν | IsDecayRate k₁ k₂ k₃ ν} μ) :
    k₁ * k₃ / (k₁ + k₂ + k₃) < μ ∧ μ < steadyStateRate k₁ k₂ k₃ ∧
      steadyStateRate k₁ k₂ k₃ / μ < 1 + k₁ / (k₂ + k₃) := by
  rw [hμ.unique (slowRate_isLeast h₁ h₂ h₃)]
  obtain ⟨hs, hlt⟩ := slowRate_mem_Ioo h₁ h₂ h₃
  have hr := slowRate_root h₁ h₂ h₃
  have hq : 0 < k₂ + k₃ := by positivity
  refine ⟨?_, ?_, ?_⟩
  · rw [div_lt_iff₀ (by positivity)]
    nlinarith [pow_pos hs 2]
  · rw [steadyStateRate, lt_div_iff₀ hq]
    nlinarith [mul_pos hs (sub_pos.2 hlt)]
  · rw [steadyState_ratio h₁ h₂ h₃]
    have h : (k₁ - slowRate k₁ k₂ k₃) / (k₂ + k₃) < k₁ / (k₂ + k₃) := by
      gcongr
      linarith
    linarith
```

A set has at most one least element, so `hμ.unique` replaces μ by `slowRate`. The first two parts use s² > 0 and s(k₁ − s) > 0, exactly as in the two rewritten forms of p(s) = 0. The third part inserts the error factor and uses k₁ − s < k₁. The theorem compares rate constants only; it says nothing about the initial transient or about the concentrations at a given time.

The last theorem is the limit of a slow final step. The notation `𝓝[>] 0` means that k₃ approaches zero through positive values.

```lean
/-- For fixed `k₁, k₂ > 0` the overestimation factor tends to `1 + k₁ / k₂` as `k₃` tends to
zero from above. -/
theorem overestimation_factor_sharp {k₁ k₂ : ℝ} (h₁ : 0 < k₁) (h₂ : 0 < k₂) :
    Tendsto (fun k₃ => steadyStateRate k₁ k₂ k₃ / slowRate k₁ k₂ k₃) (𝓝[>] 0)
      (𝓝 (1 + k₁ / k₂)) := by
  have h0 : slowRate k₁ k₂ 0 = 0 := by
    have e : (k₁ + k₂ + 0) ^ 2 - 4 * (k₁ * 0) = (k₁ + k₂) ^ 2 := by ring
    rw [slowRate, e, Real.sqrt_sq (by positivity)]
    ring
  -- the exact factor is continuous in k₃ at zero
  have hc : ContinuousAt (fun k₃ => 1 + (k₁ - slowRate k₁ k₂ k₃) / (k₂ + k₃)) 0 := by
    unfold slowRate
    fun_prop (disch := simp [h₂.ne'])
  have ht := hc.tendsto.mono_left (nhdsWithin_le_nhds (s := Set.Ioi 0))
  simp only [h0, sub_zero, add_zero] at ht
  refine ht.congr' ?_
  filter_upwards [self_mem_nhdsWithin] with k₃ h₃
  exact (steadyState_ratio h₁ h₂ h₃).symm

end

end SteadyStateApproximation
```

The proof computes that `slowRate` vanishes at k₃ = 0 and shows that the right-hand side of the error formula is continuous there, which gives the limit 1 + k₁/k₂. The formula is then exchanged for the ratio k_ss/s at positive k₃ only, because at k₃ = 0 the ratio would be 0/0.

```lean
#print axioms SteadyStateApproximation.eigenmode_solves_kinetics
#print axioms SteadyStateApproximation.product_formation_of_steady_state
#print axioms SteadyStateApproximation.steadyState_overestimates
#print axioms SteadyStateApproximation.overestimation_factor_sharp
```

```
'SteadyStateApproximation.eigenmode_solves_kinetics' depends on axioms: [propext, Classical.choice, Quot.sound]
'SteadyStateApproximation.product_formation_of_steady_state' depends on axioms: [propext, Classical.choice, Quot.sound]
'SteadyStateApproximation.steadyState_overestimates' depends on axioms: [propext, Classical.choice, Quot.sound]
'SteadyStateApproximation.overestimation_factor_sharp' depends on axioms: [propext, Classical.choice, Quot.sound]
```
